# Rapid-variation exponents $(5\pm\sqrt5)/6$ for a two-point kinetic energy term

The formal statement has to decide what to do with the kernel of a nonlocal kinetic energy term $\iint n(\mathbf r)^\alpha\,\omega(\mathbf r-\mathbf r')\,n(\mathbf r')^\beta\,d\mathbf r\,d\mathbf r'$, where $n$ is the electron density, $\alpha,\beta$ are real exponents and $\omega$ is an even kernel with Fourier transform $\hat\omega(q)$. It replaces $\hat\omega(q)$ by one real number $w$, the value approached at large wave number $q$. A kernel with constant transform $w$ is $w\,\delta(\mathbf r-\mathbf r')$, so the double integral collapses to the integral of the local energy density $n^\alpha w\,n^\beta$. No limit, Fourier transform or Lindhard function appears in the Lean code, and what is proved is an algebraic statement about powers of positive numbers.

In orbital-free density functional theory the pair $(5\pm\sqrt5)/6$ is a choice of exponents for kernels fitted to the linear response of the non-interacting uniform gas, and the theorems characterise that pair for a density-independent kernel reduced to its large-$q$ value, under two demands: the kernel value matches the large-$q$ response at one reference density, and the Thomas-Fermi and two-point terms together equal $-\tfrac35$ times the Thomas-Fermi energy density at every positive density.

## The derivation by hand

Energy densities are in units of the Thomas-Fermi constant, so the Thomas-Fermi term is $n^{5/3}$. The von Weizsäcker term is common to the model functional and to its target and is left out of both.

Write $n=n_0+\delta n$ about a uniform reference density $n_0$. The Thomas-Fermi curvature is $\tfrac53\cdot\tfrac23\,n_0^{-1/3}$. In the two-point term, varying one factor at each point gives $(\alpha n_0^{\alpha-1})(\beta n_0^{\beta-1})\iint\delta n\,\omega\,\delta n$, which contributes twice its coefficient times $\hat\omega(q)$ to the second functional derivative. Varying the same factor twice gives terms proportional to $\hat\omega(0)$, taken as zero because the Thomas-Fermi term already supplies the response at $q=0$. Let $g$ be the large-$q$ curvature that the two-point term must supply, in units of the Thomas-Fermi curvature. Matching means
$$2(\alpha n_0^{\alpha-1})(\beta n_0^{\beta-1})\,w=\tfrac53\cdot\tfrac23\,n_0^{-1/3}g. \tag{1}$$
Multiplying by $\tfrac92\,n_0^{2-\alpha-\beta}$ gives
$$9\alpha\beta\,w=5g\,n_0^{5/3-\alpha-\beta},\qquad w=\frac{5g}{9\alpha\beta}\,n_0^{5/3-\alpha-\beta}. \tag{2}$$

Now demand, for a real constant $c$ and every $n>0$,
$$n^{5/3}+w\,n^{\alpha+\beta}=c\,n^{5/3}. \tag{3}$$
At $n=1$ this reads $w=c-1$. At $n=2$ it then reads $w\,2^{\alpha+\beta}=w\,2^{5/3}$, so $\alpha+\beta=5/3$ if $w\neq0$. Conversely these two conditions give (3). With $\alpha+\beta=5/3$ the factor $n_0^{5/3-\alpha-\beta}$ in (2) equals $1$, and $w=c-1$ becomes $9\alpha\beta(c-1)=5g$. For $g=-8/5$ and $c=-3/5$ this is $-\tfrac{72}{5}\alpha\beta=-8$, that is $\alpha\beta=5/9$. Numbers with sum $5/3$ and product $5/9$ are the roots of $x^2-\tfrac53x+\tfrac59$, namely $x=\tfrac12\left(\tfrac53\pm\tfrac{\sqrt5}{3}\right)=(5\pm\sqrt5)/6$, about $1.206$ and $0.461$.

## The two definitions

```lean
import Mathlib

open Real

namespace RapidVariationLimit

noncomputable section
```

All quantities are real numbers, and powers with real exponent are Mathlib's `Real.rpow`. `MatchesResponse α β n0 g w` is equation (1) as a proposition relating five numbers. It is postulated in this form, without a functional derivative behind it.

```lean
/-- Linear-response matching at the reference density `n0`: twice the product of the slopes of
`n^α` and `n^β` at `n0`, times the kernel value `w`, equals the Thomas-Fermi curvature
`(5/3)(2/3) n0^(-1/3)` times the response factor `g`. -/
def MatchesResponse (α β n0 g w : ℝ) : Prop :=
  2 * (α * n0 ^ (α - 1)) * (β * n0 ^ (β - 1)) * w = 5 / 3 * (2 / 3) * n0 ^ (-1 / 3 : ℝ) * g
```

`rapidDensity α β w n` is the left side of (3), with the factors $n^\alpha$ and $n^\beta$ still separate as in the two-point term.

```lean
/-- Thomas-Fermi plus two-point energy density `n^(5/3) + n^α w n^β` for a constant kernel
value `w`, in units of the Thomas-Fermi constant. -/
def rapidDensity (α β w n : ℝ) : ℝ :=
  n ^ (5 / 3 : ℝ) + n ^ α * w * n ^ β
```

## Positive reference density

The hypothesis `hn0 : 0 < n0` says that the reference gas contains electrons. At $n_0=0$ the curvature $n_0^{-1/3}$ diverges and (1) has no meaning. Every theorem below that involves $n_0$ assumes $n_0>0$, also where its docstring does not repeat it. By hand the hypothesis is used in passing from (1) to (2), where powers of $n_0$ are combined and cancelled. The proof of `matchesResponse_iff` uses it in the same two places. In `key`, `Real.rpow_add hn0` adds the exponents $(\alpha-1)+(\beta-1)+(5/3-\alpha-\beta)=-1/3$. In `hab`, the product $n_0^{\alpha-1}n_0^{\beta-1}$ is shown to be nonzero so that `mul_left_cancel₀` can remove it. The factor $9/2$ of the derivation is visible in `linear_combination (9 / 2) * h - 5 * g * key`. This lemma gives the first form of (2) for any $\alpha,\beta$, since it divides by neither.

```lean
/-- For `n0 > 0` the matching condition reads `9 α β w = 5 g n0^(5/3 - α - β)`. -/
theorem matchesResponse_iff {α β n0 g w : ℝ} (hn0 : 0 < n0) :
    MatchesResponse α β n0 g w ↔ 9 * α * β * w = 5 * g * n0 ^ (5 / 3 - α - β) := by
  unfold MatchesResponse
  have key : n0 ^ (α - 1) * n0 ^ (β - 1) * n0 ^ (5 / 3 - α - β) = n0 ^ (-1 / 3 : ℝ) := by
    rw [← Real.rpow_add hn0, ← Real.rpow_add hn0]
    congr 1
    ring
  have hab : n0 ^ (α - 1) * n0 ^ (β - 1) ≠ 0 :=
    mul_ne_zero (Real.rpow_pos_of_pos hn0 _).ne' (Real.rpow_pos_of_pos hn0 _).ne'
  constructor
  · intro h
    apply mul_left_cancel₀ hab
    linear_combination (9 / 2) * h - 5 * g * key
  · intro h
    linear_combination (2 / 9) * (n0 ^ (α - 1) * n0 ^ (β - 1)) * h + (10 / 9) * g * key
```

## Nonzero exponents

The hypotheses `hα : α ≠ 0` and `hβ : β ≠ 0` say that both factors of the two-point term respond to a density change. By hand they allow the division that gives the second form of (2). In `matched_kernel_eq` they produce `hne`, which `eq_div_iff` needs to clear the denominator. If $\alpha=0$, the left side of (1) vanishes, and for $g\neq0$ no kernel value matches at all.

```lean
/-- For nonzero exponents and `n0 > 0` the matching condition holds exactly for the kernel value
`w = 5 g / (9 α β) * n0^(5/3 - α - β)`. -/
theorem matched_kernel_eq {α β n0 g w : ℝ} (hα : α ≠ 0) (hβ : β ≠ 0) (hn0 : 0 < n0) :
    MatchesResponse α β n0 g w ↔ w = 5 * g / (9 * α * β) * n0 ^ (5 / 3 - α - β) := by
  have hne : 9 * α * β ≠ 0 := mul_ne_zero (mul_ne_zero (by norm_num) hα) hβ
  rw [matchesResponse_iff hn0, div_mul_eq_mul_div, eq_div_iff hne]
  constructor <;> intro h <;> linear_combination h
```

## Nonzero kernel, and all positive densities

The hypothesis `hw : w ≠ 0` says that a two-point term is present. By hand it is used to cancel $w$ at $n=2$, and in `power_law_iff` it enters once, through `mul_left_cancel₀ hw` in `h3`. The statements `h1` and `hc` are the test at $n=1$, `h2` is the test at $n=2$, and `Real.rpow_le_rpow_left_iff one_lt_two`, applied in both directions, turns equal powers of $2$ into equal exponents. For $w=0$ and $c=1$, equation (3) holds with $\alpha=\beta=1$ although $\alpha+\beta=2$.

The quantifier `∀ n, 0 < n →` makes (3) an identity in the density. The forward direction uses it at two densities only, and the converse uses `hn` to merge $n^\alpha n^\beta$ into $n^{\alpha+\beta}$. One density is too few. With $g=-8/5$, $c=-3/5$ and $w$ from (2), equation (3) at $n=n_0$ alone reads $1-\tfrac{8}{9\alpha\beta}=-\tfrac35$, which $\alpha=1$, $\beta=5/9$ satisfies with sum $14/9$.

```lean
/-- For a nonzero kernel value, the energy density equals `c n^(5/3)` at every positive density
exactly when `α + β = 5/3` and `w = c - 1`. -/
theorem power_law_iff {α β w : ℝ} (hw : w ≠ 0) (c : ℝ) :
    (∀ n, 0 < n → rapidDensity α β w n = c * n ^ (5 / 3 : ℝ)) ↔ α + β = 5 / 3 ∧ w = c - 1 := by
  constructor
  · intro h
    -- the density 1 fixes the coefficient
    have h1 := h 1 one_pos
    simp only [rapidDensity, Real.one_rpow] at h1
    have hc : w = c - 1 := by linarith
    -- the density 2 fixes the exponent
    have h2 := h 2 two_pos
    unfold rapidDensity at h2
    have h3 : (2 : ℝ) ^ (α + β) = (2 : ℝ) ^ (5 / 3 : ℝ) := by
      apply mul_left_cancel₀ hw
      rw [Real.rpow_add two_pos]
      linear_combination h2 - (2 : ℝ) ^ (5 / 3 : ℝ) * hc
    exact ⟨le_antisymm ((Real.rpow_le_rpow_left_iff one_lt_two).1 h3.le)
      ((Real.rpow_le_rpow_left_iff one_lt_two).1 h3.ge), hc⟩
  · rintro ⟨hs, hc⟩ n hn
    have hp : n ^ α * n ^ β = n ^ (5 / 3 : ℝ) := by rw [← Real.rpow_add hn, hs]
    unfold rapidDensity
    linear_combination w * hp + n ^ (5 / 3 : ℝ) * hc
```

## Matching, and a nonzero response factor

The hypothesis `hm` ties $w$ to $\alpha,\beta,n_0,g$ through (1). It is the only source of a condition on the product $\alpha\beta$. With $w$ free, $\alpha=\beta=5/6$ and $w=-8/5$ satisfy (3) for $c=-3/5$, and the product is $25/36$.

The hypothesis `hg : g ≠ 0` says that the Thomas-Fermi and von Weizsäcker terms leave some large-$q$ response for the kernel to supply. By (2) it makes $9\alpha\beta w$ nonzero, which is `hne` in `matched_power_law_iff`. Both `hw` and `hab : 9 * α * β ≠ 0` are read off from it, so this theorem needs no separate assumption on the exponents. After `power_law_iff hw` is applied, `and_congr_right` allows $\alpha+\beta=5/3$ to be assumed, `h0` and `Real.rpow_zero` remove $n_0$, and $w=c-1$ is exchanged for $9\alpha\beta(c-1)=5g$.

For $g=0$ both directions fail. Taking $w=0$, $c=1$, $\alpha=\beta=1$, matching and (3) hold while the sum is $2$. Taking $\alpha=0$, $\beta=5/3$, $w=1$, $c=1$, matching and both algebraic conditions hold while the left side of (3) is $2n^{5/3}$.

```lean
/-- For a kernel matched to a nonzero response factor `g`, the energy density equals `c n^(5/3)`
at every positive density exactly when `α + β = 5/3` and `9 α β (c - 1) = 5 g`. -/
theorem matched_power_law_iff {α β n0 g w : ℝ} (hn0 : 0 < n0) (hg : g ≠ 0)
    (hm : MatchesResponse α β n0 g w) (c : ℝ) :
    (∀ n, 0 < n → rapidDensity α β w n = c * n ^ (5 / 3 : ℝ)) ↔
      α + β = 5 / 3 ∧ 9 * α * β * (c - 1) = 5 * g := by
  have hk := (matchesResponse_iff hn0).1 hm
  have hne : 9 * α * β * w ≠ 0 := by
    rw [hk]
    exact mul_ne_zero (mul_ne_zero (by norm_num) hg) (Real.rpow_pos_of_pos hn0 _).ne'
  have hw : w ≠ 0 := right_ne_zero_of_mul hne
  have hab : 9 * α * β ≠ 0 := left_ne_zero_of_mul hne
  rw [power_law_iff hw]
  apply and_congr_right
  intro hs
  -- the reference density drops out of the kernel
  have h0 : (5 / 3 : ℝ) - α - β = 0 := by linarith
  rw [h0, Real.rpow_zero] at hk
  constructor
  · intro h
    rw [← h]
    linear_combination hk
  · intro h
    exact mul_left_cancel₀ hab (by linear_combination hk - h)
```

## A nonempty grid

`grid_power_law_iff` replaces the single density by a profile $n_i>0$ on a finite set `ι` of equally weighted grid points $i$, and asks for $\sum_i\left(n_i^{5/3}+n_i^\alpha w\,n_i^\beta\right)=c\sum_i n_i^{5/3}$ for all such profiles. The hypotheses are again $n_0>0$, $g\neq0$ and matching, and the criterion is unchanged. By hand, a uniform profile gives $N$ times equation (3), with $N$ the number of points, and summing (3) over $i$ gives the converse. `[Nonempty ι]` is $N\geq1$ and is used in `hc` to cancel $N$. One point is allowed, and the statement is then (3) itself. On the empty grid both sums are zero, so the identity holds for the matched values $\alpha=\beta=1$, $n_0=1$, $g=-8/5$, $w=-8/9$, whose exponents sum to $2$. The kernel acts point by point here, so a uniform profile also sees the value $w$, whereas a $q$-dependent kernel would act on it through $\hat\omega(0)$.

```lean
/-- On a finite nonempty grid, the summed energy density of a matched kernel equals `c` times the
summed Thomas-Fermi density for every positive density profile exactly when `α + β = 5/3` and
`9 α β (c - 1) = 5 g`. -/
theorem grid_power_law_iff {ι : Type*} [Fintype ι] [Nonempty ι] {α β n0 g w : ℝ}
    (hn0 : 0 < n0) (hg : g ≠ 0) (hm : MatchesResponse α β n0 g w) (c : ℝ) :
    (∀ n : ι → ℝ, (∀ i, 0 < n i) →
        ∑ i, rapidDensity α β w (n i) = c * ∑ i, n i ^ (5 / 3 : ℝ)) ↔
      α + β = 5 / 3 ∧ 9 * α * β * (c - 1) = 5 * g := by
  rw [← matched_power_law_iff hn0 hg hm c]
  constructor
  · intro h n hn
    -- uniform profiles recover the pointwise identity
    have h1 := h (fun _ => n) (fun _ => hn)
    simp only [Finset.sum_const, Finset.card_univ, nsmul_eq_mul] at h1
    have hc : (Fintype.card ι : ℝ) ≠ 0 := Nat.cast_ne_zero.2 Fintype.card_ne_zero
    exact mul_left_cancel₀ hc (by linear_combination h1)
  · intro h n hn
    rw [Finset.mul_sum]
    exact Finset.sum_congr rfl fun i _ => h (n i) (hn i)
```

## The quadratic

`exponents_iff` has no hypotheses. The statement `hq` is the factorised quadratic $\left(\alpha-\tfrac{5+\sqrt5}{6}\right)\left(\alpha-\tfrac{5-\sqrt5}{6}\right)=0$, obtained from the sum, the product and `hs : √5 ^ 2 = 5`. Each root fixes $\beta$ through the sum, so both orders occur.

```lean
/-- Two exponents have sum `5/3` and product `5/9` exactly when they are `(5 + √5)/6` and
`(5 - √5)/6` in either order. -/
theorem exponents_iff (α β : ℝ) :
    (α + β = 5 / 3 ∧ α * β = 5 / 9) ↔
      (α = (5 + √5) / 6 ∧ β = (5 - √5) / 6) ∨ (α = (5 - √5) / 6 ∧ β = (5 + √5) / 6) := by
  have hs : √5 ^ 2 = 5 := Real.sq_sqrt (by norm_num)
  constructor
  · rintro ⟨hsum, hp⟩
    have hq : (α - (5 + √5) / 6) * (α - (5 - √5) / 6) = 0 := by
      linear_combination α * hsum - hp - (1 / 36) * hs
    rcases mul_eq_zero.1 hq with h | h
    · exact Or.inl ⟨by linarith, by linarith⟩
    · exact Or.inr ⟨by linarith, by linarith⟩
  · rintro (⟨rfl, rfl⟩ | ⟨rfl, rfl⟩)
    · exact ⟨by ring, by linear_combination (-1 / 36) * hs⟩
    · exact ⟨by ring, by linear_combination (-1 / 36) * hs⟩
```

## The values $-8/5$ and $-3/5$

These numbers are inputs. Physically, the inverse Lindhard function in units of the Thomas-Fermi curvature behaves at large $q$ as the von Weizsäcker part minus $3/5$. Subtracting the von Weizsäcker part and the Thomas-Fermi value $1$ leaves $g=-8/5$, and $c=-3/5$ is the coefficient demanded of the local remainder. That origin is quoted from response theory and is not part of any proof below.

`rapid_variation_iff` states that, for $n_0>0$ and $w$ matched to $g=-8/5$, identity (3) with $c=-3/5$ is equivalent to sum $5/3$ and product $5/9$, and also to the pair $(5\pm\sqrt5)/6$ in either order. The proof specialises `matched_power_law_iff`, discharges `hg` by `norm_num`, rescales by $-5/72$ or $-72/5$, and chains with `exponents_iff`.

```lean
/-- For a kernel matched to the response factor `-8/5`, the energy density equals
`-(3/5) n^(5/3)` at every positive density exactly when `α + β = 5/3` and `α β = 5/9`, and
exactly when the exponents are `(5 + √5)/6` and `(5 - √5)/6` in either order. -/
theorem rapid_variation_iff {α β n0 w : ℝ} (hn0 : 0 < n0)
    (hm : MatchesResponse α β n0 (-8 / 5) w) :
    ((∀ n, 0 < n → rapidDensity α β w n = -(3 / 5) * n ^ (5 / 3 : ℝ)) ↔
      α + β = 5 / 3 ∧ α * β = 5 / 9) ∧
    ((∀ n, 0 < n → rapidDensity α β w n = -(3 / 5) * n ^ (5 / 3 : ℝ)) ↔
      (α = (5 + √5) / 6 ∧ β = (5 - √5) / 6) ∨ (α = (5 - √5) / 6 ∧ β = (5 + √5) / 6)) := by
  have h : (∀ n, 0 < n → rapidDensity α β w n = -(3 / 5) * n ^ (5 / 3 : ℝ)) ↔
      α + β = 5 / 3 ∧ α * β = 5 / 9 := by
    refine (matched_power_law_iff hn0 (by norm_num) hm (-(3 / 5))).trans ?_
    apply and_congr_right
    intro _
    constructor
    · intro h
      linear_combination (-5 / 72) * h
    · intro h
      linear_combination (-72 / 5) * h
  exact ⟨h, h.trans (exponents_iff α β)⟩
```

`rapid_variation_explicit` substitutes (2) and states the same two equivalences for
$$n^{5/3}-\frac{8}{9\alpha\beta}\,n_0^{5/3-\alpha-\beta}\,n^{\alpha+\beta}=-\tfrac35\,n^{5/3}\quad\text{for all } n>0 .$$
Here `hα` and `hβ` return, and are used only to build `hm` from `matched_kernel_eq`. The statement `key` identifies the left side with `rapidDensity`. The role of `hα` and `hβ` is to give the coefficient a meaning: Lean sets $8/0=0$, so at $\alpha\beta=0$ the identity would read $n^{5/3}=-\tfrac35n^{5/3}$ and both sides of each equivalence would simply be false.

```lean
/-- For nonzero `α`, `β` and `n0 > 0`, the identity
`n^(5/3) - 8/(9 α β) n0^(5/3-α-β) n^(α+β) = -(3/5) n^(5/3)` holds for all `n > 0` exactly when
`α + β = 5/3` and `α β = 5/9`, and exactly when the exponents are `(5 ± √5)/6` in either order. -/
theorem rapid_variation_explicit {α β n0 : ℝ} (hα : α ≠ 0) (hβ : β ≠ 0) (hn0 : 0 < n0) :
    ((∀ n : ℝ, 0 < n → n ^ (5 / 3 : ℝ) - 8 / (9 * α * β) * n0 ^ (5 / 3 - α - β) * n ^ (α + β)
        = -(3 / 5) * n ^ (5 / 3 : ℝ)) ↔ α + β = 5 / 3 ∧ α * β = 5 / 9) ∧
    ((∀ n : ℝ, 0 < n → n ^ (5 / 3 : ℝ) - 8 / (9 * α * β) * n0 ^ (5 / 3 - α - β) * n ^ (α + β)
        = -(3 / 5) * n ^ (5 / 3 : ℝ)) ↔
      (α = (5 + √5) / 6 ∧ β = (5 - √5) / 6) ∨ (α = (5 - √5) / 6 ∧ β = (5 + √5) / 6)) := by
  have hm : MatchesResponse α β n0 (-8 / 5)
      (5 * (-8 / 5) / (9 * α * β) * n0 ^ (5 / 3 - α - β)) := (matched_kernel_eq hα hβ hn0).2 rfl
  have key : ∀ n : ℝ, 0 < n →
      n ^ (5 / 3 : ℝ) - 8 / (9 * α * β) * n0 ^ (5 / 3 - α - β) * n ^ (α + β)
        = rapidDensity α β (5 * (-8 / 5) / (9 * α * β) * n0 ^ (5 / 3 - α - β)) n := by
    intro n hn
    unfold rapidDensity
    rw [Real.rpow_add hn]
    ring
  have main := rapid_variation_iff hn0 hm
  refine ⟨Iff.trans ?_ main.1, Iff.trans ?_ main.2⟩ <;>
    exact forall_congr' fun n => imp_congr_right fun hn => by rw [key n hn]
```

## Equal exponents as an extra constraint

Setting $\beta=\alpha$ and leaving $c$ free, the sum condition gives $\alpha=5/6$, and $9\cdot\tfrac{25}{36}(c-1)=-8$ gives $c-1=-32/25$. `symmetric_iff` states that for a kernel matched to $g=-8/5$ a pure $n^{5/3}$ law holds exactly when $\alpha=5/6$ and $c=-7/25$. Equal exponents therefore cannot produce $c=-3/5$ in this model.

```lean
/-- For equal exponents and a kernel matched to the response factor `-8/5`, the energy density
equals `c n^(5/3)` at every positive density exactly when `α = 5/6` and `c = -7/25`. -/
theorem symmetric_iff {α n0 w : ℝ} (hn0 : 0 < n0) (hm : MatchesResponse α α n0 (-8 / 5) w)
    (c : ℝ) :
    (∀ n, 0 < n → rapidDensity α α w n = c * n ^ (5 / 3 : ℝ)) ↔ α = 5 / 6 ∧ c = -7 / 25 := by
  refine (matched_power_law_iff hn0 (by norm_num) hm c).trans ?_
  constructor
  · rintro ⟨h1, h2⟩
    have h : α = 5 / 6 := by linarith
    rw [h] at h2
    exact ⟨h, by linarith⟩
  · rintro ⟨h1, h2⟩
    rw [h1, h2]
    norm_num
```

`matchesResponse_witness` supplies an instance of `hm` for the irrational pair: with $w=-8/5$, condition (1) holds at every $n_0>0$, because the exponent of $n_0$ in (2) vanishes (`h0`) and $9\alpha\beta=5$.

```lean
/-- The exponents `(5 + √5)/6`, `(5 - √5)/6` with kernel value `-8/5` meet the matching condition
for the response factor `-8/5` at every positive reference density. -/
theorem matchesResponse_witness {n0 : ℝ} (hn0 : 0 < n0) :
    MatchesResponse ((5 + √5) / 6) ((5 - √5) / 6) n0 (-8 / 5) (-8 / 5) := by
  have hs : √5 ^ 2 = 5 := Real.sq_sqrt (by norm_num)
  have h0 : (5 / 3 : ℝ) - (5 + √5) / 6 - (5 - √5) / 6 = 0 := by ring
  rw [matchesResponse_iff hn0, h0, Real.rpow_zero]
  linear_combination (2 / 5) * hs

end

end RapidVariationLimit
```

```lean
#print axioms RapidVariationLimit.grid_power_law_iff
-- 'RapidVariationLimit.grid_power_law_iff' depends on axioms: [propext, Classical.choice, Quot.sound]
#print axioms RapidVariationLimit.rapid_variation_iff
-- 'RapidVariationLimit.rapid_variation_iff' depends on axioms: [propext, Classical.choice, Quot.sound]
#print axioms RapidVariationLimit.rapid_variation_explicit
-- 'RapidVariationLimit.rapid_variation_explicit' depends on axioms: [propext, Classical.choice, Quot.sound]
#print axioms RapidVariationLimit.symmetric_iff
-- 'RapidVariationLimit.symmetric_iff' depends on axioms: [propext, Classical.choice, Quot.sound]
```

## Matching the local curvature instead

One could have collapsed the kernel first and matched afterwards, equating the second derivative of the local term $w\,n^{\alpha+\beta}$ at $n_0$ with the required curvature:
$$(\alpha+\beta)(\alpha+\beta-1)\,w\,n_0^{\alpha+\beta-2}=\tfrac{10}{9}\,n_0^{-1/3}g .$$
This keeps the terms in which one factor is varied twice, which (1) discards. The exponents then enter only through their sum. At $\alpha+\beta=5/3$ the condition gives $w=g$, hence $c=1+g$, which for $g=-8/5$ is $-3/5$ for every such pair, $\alpha=\beta=5/6$ included. The product condition, and with it $\sqrt5$, depends on the cross-term form of `MatchesResponse`.
